# The rotational selection rule for a continuous potential on a ring

Take a particle on a ring in a potential with $N$-fold symmetry, expanded in plane waves. A selection rule identifies matrix elements of the potential that vanish exactly, so that they can be set to zero without integration. If they are integrated numerically instead, quadrature error can show up as small couplings between states that the symmetry keeps apart, and even a small coupling can mix degenerate levels and spoil their symmetry labels.

## Setting: phases, potentials and matrix elements

Throughout, $N\ge 1$ is an integer (in Lean a natural number with `hN : N ≠ 0` where this is needed), $t$ is the angle, and $m,k,q,a,b$ are integers unless stated otherwise.

```lean
import Mathlib

open Complex (I exp)
open scoped Real

namespace RotationalSelectionRule

noncomputable section
```

The plane wave $e^{ijt}$ has angular momentum $j$ in units of $\hbar$. Advancing the angle by one sector, from $t$ to $t+2\pi/N$, multiplies it by the phase $\omega_j=e^{2\pi i j/N}$. This replacement of $t$ is what rotation means below; rotating the state itself forward by the same angle would give the inverse phase.

```lean
/-- The phase `exp (2 π i j / N)` of angular momentum `j` under a rotation by `2 π / N`. -/
def sectorPhase (N : ℕ) (j : ℤ) : ℂ := exp (2 * π * I * j / N)
```

The potential $V$ is a continuous complex function on the real line; the type `C(ℝ, ℂ)` carries the continuity with it. Its symmetry is labelled by $q$ and reads $V(t+2\pi/N)=\omega_q V(t)$. Only $q$ modulo $N$ matters, and an invariant potential has $q=0$. Other values describe multiplication operators such as $e^{iqt}$, which need not be real.

```lean
/-- The potential `V` is multiplied by the phase of angular momentum `q` when the angle
advances by `2 π / N`. -/
def TransformsAs (N : ℕ) (q : ℤ) (V : C(ℝ, ℂ)) : Prop :=
  ∀ t : ℝ, V (t + 2 * π / N) = sectorPhase N q * V t
```

Write $f_{mk}(t)=e^{-imt}V(t)e^{ikt}$ for the integrand and $M_{mk}[V]=\int_0^{2\pi}f_{mk}(t)\,dt$ for the matrix element.

```lean
/-- The integrand `exp (-i m t) V(t) exp (i k t)`. -/
def integrand (V : C(ℝ, ℂ)) (m k : ℤ) (t : ℝ) : ℂ :=
  exp (-(I * m * t)) * V t * exp (I * k * t)
```

The states $e^{ikt}$ are unnormalised. With normalised states $e^{ikt}/\sqrt{2\pi}$, every matrix element is divided by $2\pi$.

```lean
/-- The matrix element of `V` between the unnormalised ring states of angular momenta
`m` and `k`. -/
def matrixElement (V : C(ℝ, ℂ)) (m k : ℤ) : ℂ :=
  ∫ t in (0 : ℝ)..(2 * π), integrand V m k t
```

Plane waves $P_l(t)=e^{ilt}$, with $l$ an integer, will also serve as potentials.

```lean
/-- The plane wave `exp (i l t)` on the ring. -/
def planeWave (l : ℤ) : C(ℝ, ℂ) := ⟨fun t => exp (I * l * t), by fun_prop⟩
```

## (a) Adding angular momenta

**Task.** Show that phases multiply when angular momenta add:
$$\omega_{a+b}=\omega_a\omega_b.$$

**Solution.** Since $2\pi i(a+b)/N=2\pi i a/N+2\pi i b/N$, the exponential of the sum is the product of the exponentials. In the code, `Complex.exp_add` merges the product and `ring` compares the exponents.

```lean
/-- Phases multiply when angular momenta add. -/
theorem sectorPhase_add (N : ℕ) (a b : ℤ) :
    sectorPhase N (a + b) = sectorPhase N a * sectorPhase N b := by
  unfold sectorPhase
  rw [← Complex.exp_add]
  congr 1
  push_cast
  ring
```

## (b) When two phases coincide

**Task.** Show that
$$\omega_a=\omega_b\iff N\mid a-b.$$

**Solution.** Two exponentials agree exactly when their exponents differ by $2\pi i n$ for some integer $n$:
$$\frac{2\pi i a}{N}=\frac{2\pi i b}{N}+2\pi i n.$$
Multiplying by $N/(2\pi i)$ gives $a-b=Nn$, and the step can be reversed. Lean treats the two directions separately and uses `exact_mod_cast` to pass between complex and integer equations.

```lean
/-- Two angular momenta have the same phase under a rotation by `2 π / N` exactly when they
differ by a multiple of `N`. -/
theorem sectorPhase_eq_iff {N : ℕ} (hN : N ≠ 0) (a b : ℤ) :
    sectorPhase N a = sectorPhase N b ↔ (N : ℤ) ∣ a - b := by
  have hN' : (N : ℂ) ≠ 0 := Nat.cast_ne_zero.mpr hN
  unfold sectorPhase
  rw [Complex.exp_eq_exp_iff_exists_int]
  constructor
  · rintro ⟨n, hn⟩
    have h1 : (a : ℂ) - b = N * n := by
      apply mul_left_cancel₀ Complex.two_pi_I_ne_zero
      have h2 : 2 * π * I * a / N * N = (2 * π * I * b / N + n * (2 * π * I)) * N := by
        rw [hn]
      rw [add_mul, div_mul_cancel₀ _ hN', div_mul_cancel₀ _ hN'] at h2
      linear_combination h2
    exact ⟨n, by exact_mod_cast h1⟩
  · rintro ⟨n, hn⟩
    have h1 : (a : ℂ) = b + N * n := by
      have h2 : a = b + N * n := by linarith
      exact_mod_cast h2
    refine ⟨n, ?_⟩
    rw [h1, mul_add, add_div]
    congr 1
    rw [div_eq_iff hN']
    ring
```

## (c) A full turn

**Task.** Let $V$ have the symmetry labelled by $q$. Show that
$$V(t+2\pi)=V(t).$$

**Solution.** Induction gives $V(t+2\pi n/N)=\omega_q^n V(t)$: the case $n=0$ is trivial, and each further rotation supplies one more factor $\omega_q$. At $n=N$ the factor is $\omega_q^N=e^{2\pi i q}=1$. These are the statements `iter` and `hphase` in the proof.

```lean
/-- A potential with a definite phase under rotation by `2 π / N` returns to itself after a
full turn. -/
theorem TransformsAs.periodic {N : ℕ} (hN : N ≠ 0) {q : ℤ} {V : C(ℝ, ℂ)}
    (hV : TransformsAs N q V) : Function.Periodic V (2 * π) := by
  intro t
  -- n successive rotations give the n-th power of the phase
  have iter : ∀ n : ℕ, V (t + n * (2 * π / N)) = sectorPhase N q ^ n * V t := by
    intro n
    induction n with
    | zero => simp
    | succ n ih =>
      rw [show t + ((n + 1 : ℕ) : ℝ) * (2 * π / N) = (t + n * (2 * π / N)) + 2 * π / N by
        push_cast; ring, hV, ih, pow_succ]
      ring
  have hphase : sectorPhase N q ^ N = 1 := by
    unfold sectorPhase
    rw [← Complex.exp_nat_mul, mul_div_cancel₀ _ (Nat.cast_ne_zero.mpr hN : (N : ℂ) ≠ 0),
      Complex.exp_eq_one_iff]
    exact ⟨q, by ring⟩
  have h := iter N
  rwa [hphase, one_mul, mul_div_cancel₀ _ (Nat.cast_ne_zero.mpr hN : (N : ℝ) ≠ 0)] at h
```

## (d) Rotating the integrand

**Task.** For any continuous $V$, symmetric or not, show that
$$f_{mk}(t+2\pi/N)=\omega_{k-m}\,e^{-imt}\,V(t+2\pi/N)\,e^{ikt}.$$

**Solution.** The two states give
$$e^{-im(t+2\pi/N)}=e^{-imt}\omega_{-m},\qquad e^{ik(t+2\pi/N)}=e^{ikt}\omega_k,$$
which are `h1` and `h2`. By (a), $\omega_{-m}\omega_k=\omega_{k-m}$.

```lean
/-- Advancing the angle by `2 π / N` changes the two ring states in the integrand by the phase
of angular momentum `k - m`. -/
theorem integrand_rotate (N : ℕ) (V : C(ℝ, ℂ)) (m k : ℤ) (t : ℝ) :
    integrand V m k (t + 2 * π / N) = sectorPhase N (k - m) *
      (exp (-(I * m * t)) * V (t + 2 * π / N) * exp (I * k * t)) := by
  have h1 : exp (-(I * m * ((t + 2 * π / N : ℝ) : ℂ))) =
      exp (-(I * m * t)) * sectorPhase N (-m) := by
    unfold sectorPhase
    rw [← Complex.exp_add]
    congr 1
    push_cast
    ring
  have h2 : exp (I * k * ((t + 2 * π / N : ℝ) : ℂ)) = exp (I * k * t) * sectorPhase N k := by
    unfold sectorPhase
    rw [← Complex.exp_add]
    congr 1
    push_cast
    ring
  unfold integrand
  rw [h1, h2, sub_eq_add_neg, sectorPhase_add]
  ring
```

## (e) Moving the origin of the angle

**Task.** Let $V$ be $2\pi$-periodic and $a$ real. Show that
$$\int_0^{2\pi}f_{mk}(t+a)\,dt=M_{mk}[V].$$

**Solution.** The integrand is $2\pi$-periodic, because each of its factors is. Lean obtains this from (d) with one sector, where the phase is 1. Substituting $s=t+a$,
$$\int_a^{a+2\pi}f_{mk}(s)\,ds=\int_0^{2\pi}f_{mk}(s)\,ds+\int_{2\pi}^{2\pi+a}f_{mk}(s)\,ds-\int_0^a f_{mk}(s)\,ds,$$
and the last two integrals cancel by periodicity.

```lean
/-- For a `2 π`-periodic potential the matrix element does not depend on the origin of the
angle. -/
theorem matrixElement_shift {V : C(ℝ, ℂ)} (hV : Function.Periodic V (2 * π)) (m k : ℤ)
    (a : ℝ) : ∫ t in (0 : ℝ)..(2 * π), integrand V m k (t + a) = matrixElement V m k := by
  have hper : Function.Periodic (integrand V m k) (2 * π) := by
    intro t
    have h := integrand_rotate 1 V m k t
    have h1 : sectorPhase 1 (k - m) = 1 := by
      have h2 := (sectorPhase_eq_iff one_ne_zero (k - m) 0).2 (by simp)
      rw [h2]
      simp [sectorPhase]
    rw [h1, one_mul, Nat.cast_one, div_one, hV t] at h
    exact h
  have h := hper.intervalIntegral_add_eq a 0
  rw [zero_add] at h
  rw [intervalIntegral.integral_comp_add_right (integrand V m k), zero_add,
    add_comm (2 * π) a]
  exact h
```

## (f) Forbidden matrix elements

**Task.** Let $V$ have the symmetry labelled by $q$. Show that
$$N\nmid m-k-q\quad\Longrightarrow\quad M_{mk}[V]=0.$$

**Solution.** By (c), $V$ is periodic, so (e) applies with $a=2\pi/N$. Together with (d) and the symmetry of $V$ it gives
$$M_{mk}[V]=\int_0^{2\pi}f_{mk}(t+2\pi/N)\,dt=\omega_{k-m}\omega_q M_{mk}[V]=\omega_{k-m+q}M_{mk}[V].$$
If $M_{mk}[V]$ were nonzero, then $\omega_{k-m+q}=1=\omega_0$. By (b), $N$ would divide $0-(k-m+q)=m-k-q$, a contradiction. In Lean, `h` is the displayed equation and `by_contra` introduces the nonzero matrix element.

```lean
/-- Selection rule: a potential that carries angular momentum `q` under rotation by `2 π / N`
has no matrix element between `m` and `k` unless `N` divides `m - k - q`. -/
theorem selection_rule {N : ℕ} (hN : N ≠ 0) {q : ℤ} {V : C(ℝ, ℂ)} (hV : TransformsAs N q V)
    {m k : ℤ} (hmk : ¬ (N : ℤ) ∣ m - k - q) : matrixElement V m k = 0 := by
  -- the rotated integral is the old one times a phase
  have h : matrixElement V m k =
      sectorPhase N (k - m) * sectorPhase N q * matrixElement V m k := by
    conv_lhs => rw [← matrixElement_shift (hV.periodic hN) m k (2 * π / N)]
    unfold matrixElement
    rw [← intervalIntegral.integral_const_mul]
    congr 1
    funext t
    rw [integrand_rotate, hV t]
    unfold integrand
    ring
  rw [← sectorPhase_add] at h
  by_contra h0
  have h1 : sectorPhase N (k - m + q) = 1 :=
    mul_right_cancel₀ h0 (by rw [one_mul]; exact h.symm)
  have h2 : sectorPhase N 0 = 1 := by simp [sectorPhase]
  have h3 := (sectorPhase_eq_iff hN 0 (k - m + q)).1 (h2.trans h1.symm)
  exact hmk (by rwa [show 0 - (k - m + q) = m - k - q by ring] at h3)
```

## (g) The invariant potential

**Task.** Let $V(t+2\pi/N)=V(t)$ and $N\nmid m-k$. Show that
$$\int_0^{2\pi}e^{-imt}V(t)e^{ikt}\,dt=0.$$

**Solution.** This is (f) with $q=0$, since $\omega_0=1$. The Lean statement spells out the symmetry and the integral without the definitions above. For $N=1$ no pair $m,k$ meets the hypothesis, and nothing is forbidden.

```lean
/-- An `N`-fold symmetric potential does not couple angular momenta `m` and `k` whose
difference is not a multiple of `N`. -/
theorem selection_rule_symmetric {N : ℕ} (hN : N ≠ 0) (V : C(ℝ, ℂ))
    (hV : ∀ t : ℝ, V (t + 2 * π / N) = V t) {m k : ℤ} (hmk : ¬ (N : ℤ) ∣ m - k) :
    ∫ t in (0 : ℝ)..(2 * π), exp (-(I * m * t)) * V t * exp (I * k * t) = 0 :=
  selection_rule hN (q := 0) (fun t => by simp [sectorPhase, hV t]) (by simpa using hmk)
```

## (h) Allowed pairs can couple

**Task.** Let $N\mid m-k-q$. Show that $P_{m-k}$ has the symmetry labelled by $q$ and that
$$M_{mk}[P_{m-k}]=2\pi.$$

**Solution.** Rotation by one sector multiplies $P_{m-k}$ by $\omega_{m-k}$, which equals $\omega_q$ by (b). The integrand is $e^{i(-m+(m-k)+k)t}=1$, so the integral is $2\pi$, or 1 between normalised states. For $q=0$ and $m\ne k$, the real potential $\cos((m-k)t)$ has the symmetry as well, and its matrix element between the unnormalised states is $\pi$. Symmetry under rotation by $2\pi/N$ alone therefore forbids no further pair, although a particular $V$ may still have a vanishing allowed element.

```lean
/-- If `N` divides `m - k - q`, the plane wave of angular momentum `m - k` has the symmetry
labelled by `q`, and its matrix element between `m` and `k` is `2 π`. -/
theorem allowed_witness {N : ℕ} (hN : N ≠ 0) {q m k : ℤ} (h : (N : ℤ) ∣ m - k - q) :
    TransformsAs N q (planeWave (m - k)) ∧ matrixElement (planeWave (m - k)) m k = 2 * π := by
  constructor
  · intro t
    rw [← (sectorPhase_eq_iff hN (m - k) q).2 h]
    change exp _ = sectorPhase N (m - k) * exp _
    unfold sectorPhase
    rw [← Complex.exp_add]
    congr 1
    push_cast
    ring
  · have h1 : ∀ t : ℝ, integrand (planeWave (m - k)) m k t = 1 := by
      intro t
      change exp _ * exp _ * exp _ = 1
      rw [← Complex.exp_add, ← Complex.exp_add, ← Complex.exp_zero]
      congr 1
      push_cast
      ring
    simp [matrixElement, h1]
```

## (i) Vanishing Fourier integrals

**Task.** Let $W$ be continuous and $2\pi$-periodic, with $M_{m0}[W]=0$ for every $m$. Show that
$$W(t)=0\quad\text{for all }t.$$

**Solution.** The hypothesis says $\int_0^{2\pi}e^{-imt}W(t)\,dt=0$ for every $m$, hence $\int_0^{2\pi}pW\,dt=0$ for every trigonometric polynomial $p$. Given $\varepsilon>0$, choose $p$ within $\varepsilon$ of $\overline W$ everywhere. Then
$$\int_0^{2\pi}|W|^2dt=\int_0^{2\pi}(\overline W-p)W\,dt\le 2\pi\varepsilon\max|W|.$$
As $\varepsilon$ is arbitrary, the left side is zero, and continuity gives $W=0$.

Lean takes a different route to the same end. It regards $W$ as a function `F` on the circle and shows in `hc` that its Fourier coefficients vanish. They are then summable, so a Mathlib theorem says that the Fourier series converges to `F` at each point, and a series of zeros has sum zero.

```lean
/-- A continuous `2 π`-periodic function whose Fourier integrals all vanish is zero. -/
theorem eq_zero_of_matrixElement {W : C(ℝ, ℂ)} (hW : Function.Periodic W (2 * π))
    (h : ∀ m : ℤ, matrixElement W m 0 = 0) (t : ℝ) : W t = 0 := by
  have : Fact (0 < 2 * π) := ⟨Real.two_pi_pos⟩
  -- regard W as a function on the circle
  let F : C(AddCircle (2 * π), ℂ) :=
    ⟨hW.lift, (QuotientAddGroup.isQuotientMap_mk
      (AddSubgroup.zmultiples (2 * π))).continuous_iff.2 W.continuous⟩
  have hc : ∀ n : ℤ, fourierCoeff F n = 0 := by
    intro n
    have e : ∫ x in (0 : ℝ)..(2 * π), fourier (-n) (x : AddCircle (2 * π)) • F x =
        matrixElement W n 0 := by
      unfold matrixElement
      congr 1
      funext x
      have hF : F (x : AddCircle (2 * π)) = W x := rfl
      have hp : (π : ℂ) ≠ 0 := Complex.ofReal_ne_zero.mpr Real.pi_ne_zero
      have he : 2 * π * I * ((-n : ℤ) : ℂ) * x / ((2 * π : ℝ) : ℂ) = -(I * n * x) := by
        push_cast
        rw [div_eq_iff (mul_ne_zero two_ne_zero hp)]
        ring
      rw [hF, fourier_coe_apply, he]
      simp [integrand]
    rw [fourierCoeff_eq_intervalIntegral _ n 0, zero_add, e, h n, smul_zero]
  have hsum : Summable (fourierCoeff F) := by
    rw [show fourierCoeff F = fun _ => 0 from funext hc]
    exact summable_zero
  have hs := has_pointwise_sum_fourier_series_of_summable hsum (t : AddCircle (2 * π))
  simp only [hc, zero_smul] at hs
  exact hs.unique hasSum_zero
```

## (j) From the selection rule back to the symmetry

**Task.** Let $V$ be continuous and $2\pi$-periodic. Show that
$$V(t+2\pi/N)=\omega_qV(t)\ \ \forall t\iff M_{mk}[V]=0\text{ whenever }N\nmid m-k-q.$$

**Solution.** The forward direction is (f). For the converse, set $W(t)=V(t+2\pi/N)-\omega_qV(t)$, which is continuous and periodic. Part (d) with $k=0$ gives $e^{-imt}V(t+2\pi/N)=\omega_m f_{m0}(t+2\pi/N)$. Integrating and using (e),
$$M_{m0}[W]=(\omega_m-\omega_q)\,M_{m0}[V].$$
If $N\mid m-q$, the first factor vanishes by (b); otherwise the second vanishes by the assumed rule. By (i), $W=0$. The identity is `hM` in the code, and `by_cases` separates the two cases.

```lean
/-- A continuous `2 π`-periodic potential carries angular momentum `q` under rotation by
`2 π / N` if and only if it obeys the corresponding selection rule. -/
theorem transformsAs_iff_selection_rule {N : ℕ} (hN : N ≠ 0) (q : ℤ) {V : C(ℝ, ℂ)}
    (hV : Function.Periodic V (2 * π)) :
    TransformsAs N q V ↔ ∀ m k : ℤ, ¬ (N : ℤ) ∣ m - k - q → matrixElement V m k = 0 := by
  refine ⟨fun h m k hmk => selection_rule hN h hmk, fun h t => ?_⟩
  -- W measures the failure of the transformation law
  let W : C(ℝ, ℂ) := ⟨fun t => V (t + 2 * π / N) - sectorPhase N q * V t, by fun_prop⟩
  have hW : Function.Periodic W (2 * π) := by
    intro s
    change V (s + 2 * π + 2 * π / N) - sectorPhase N q * V (s + 2 * π) =
      V (s + 2 * π / N) - sectorPhase N q * V s
    rw [hV s, show s + 2 * π + 2 * π / N = (s + 2 * π / N) + 2 * π by ring, hV]
  have hcont : ∀ m : ℤ, Continuous (integrand V m 0) := by
    intro m
    unfold integrand
    fun_prop
  have hM : ∀ m : ℤ, matrixElement W m 0 =
      sectorPhase N m * matrixElement V m 0 - sectorPhase N q * matrixElement V m 0 := by
    intro m
    have hpt : ∀ s : ℝ, integrand W m 0 s = sectorPhase N m * integrand V m 0 (s + 2 * π / N)
        - sectorPhase N q * integrand V m 0 s := by
      intro s
      have h1 : sectorPhase N m * sectorPhase N (0 - m) = 1 := by
        rw [← sectorPhase_add]
        simp [sectorPhase]
      rw [integrand_rotate, ← mul_assoc, h1, one_mul]
      change exp _ * (V (s + 2 * π / N) - sectorPhase N q * V s) * exp _ = _
      unfold integrand
      ring

    have i1 : Continuous fun s : ℝ => sectorPhase N m * integrand V m 0 (s + 2 * π / N) :=
      continuous_const.mul ((hcont m).comp (continuous_id.add continuous_const))
    have i2 : Continuous fun s : ℝ => sectorPhase N q * integrand V m 0 s :=
      continuous_const.mul (hcont m)
    have h2 : matrixElement W m 0 = ∫ s in (0 : ℝ)..(2 * π),
        (sectorPhase N m * integrand V m 0 (s + 2 * π / N)
          - sectorPhase N q * integrand V m 0 s) := by
      unfold matrixElement
      simp only [hpt]
    rw [h2, intervalIntegral.integral_sub (i1.intervalIntegrable _ _)
      (i2.intervalIntegrable _ _), intervalIntegral.integral_const_mul,
      intervalIntegral.integral_const_mul, matrixElement_shift hV]
    rfl
  -- each Fourier integral of W vanishes, by the rule or by equality of phases
  have h0 : W t = 0 := by
    refine eq_zero_of_matrixElement hW (fun m => ?_) t
    rw [hM m]
    by_cases hd : (N : ℤ) ∣ m - q
    · rw [(sectorPhase_eq_iff hN m q).2 hd, sub_self]
    · rw [h m 0 (by simpa using hd), mul_zero, mul_zero, sub_self]
  exact sub_eq_zero.mp h0

end

end RotationalSelectionRule
```

```lean
#print axioms RotationalSelectionRule.selection_rule_symmetric
#print axioms RotationalSelectionRule.transformsAs_iff_selection_rule
```

```
'RotationalSelectionRule.selection_rule_symmetric' depends on axioms: [propext, Classical.choice, Quot.sound]
'RotationalSelectionRule.transformsAs_iff_selection_rule' depends on axioms: [propext, Classical.choice, Quot.sound]
```

## Blocks and grids in a plane-wave calculation

For a single particle on a ring in an invariant potential, the kinetic energy is diagonal in plane waves, so the Hamiltonian matrix splits into blocks labelled by $m$ modulo $N$. A code can sort the basis by this remainder, compute only the elements within blocks, and diagonalise each block separately. If the integrals are done on a uniform grid over the ring with equal weights, a number of points divisible by $N$ preserves the forbidden zeros up to rounding, because the grid then shares the symmetry.

## The potential as a function on the circle

Here $V$ lives on the real line, and (c) derives its periodicity from the sector symmetry. Had $V$ been a continuous function on the circle from the start, periodicity would be part of its type: (c) would be unnecessary, (j) would lose its periodicity hypothesis, and (i) would start directly from a function on the circle. The integrals in the statements would then have to be written over the circle or pulled back to an interval.
